# First-order splitting of the waves $e^{\pm imx}$ by a real potential on a ring: $c_0\pm|c_{2m}|$ for $m\ge1$

In a perturbative plane-wave calculation for one particle on a ring, the waves $m$ and $-m$ with $m\ge1$ have the same kinetic energy, so the energy denominator that connects them is zero. Degenerate perturbation theory instead finds the first-order energies by diagonalising the potential between these two waves. The diagonalisation needs only two Fourier coefficients of the potential.

Let $V$ be a continuous real potential on $[0,2\pi]$, and let

$$
\psi_k(x)=\frac{e^{ikx}}{\sqrt{2\pi}},\qquad
c_q=\frac1{2\pi}\int_0^{2\pi}V(x)\,e^{-iqx}\,dx
$$

for integers $k$ and $q$. For $m\ge1$, the matrix of $V$ between $\psi_m$ and $\psi_{-m}$ has the eigenvalues

$$
\mu_\pm=c_0\pm|c_{2m}| .
$$

## Reading the splitting from an FFT

With $N$ samples at $x_n=2\pi n/N$ and an unnormalised forward transform with the sign $e^{-iqx}$, the code divides by $N$ and takes entries $0$ and $2m$. The grid should have $N>4m$, so that entry $2m$ lies below the Nyquist index. The sampled coefficients can still contain aliasing from higher harmonics.

In the nearly-free-electron model, for one non-interacting particle in one dimension and a potential of period $\pi/m$, the waves $\pm m$ lie at the zone boundary, and $2|c_{2m}|$ is the first-order band gap there.

The index needs care. The potential has to change the wave number from $-m$ to $m$, which is a transfer of $2m$, so a code that reads entry $m$ in general gets the wrong splitting.

## From plane waves to the secular equation

In units where the kinetic energy operator is $-d^2/dx^2$, differentiating twice gives $-\psi_k''=k^2\psi_k$. The waves $m$ and $-m$ therefore share the energy $m^2$.

The product of two waves is a single exponential:

$$
\overline{\psi_j(x)}\,\psi_k(x)=\frac1{2\pi}e^{-i(j-k)x}.
$$

For an integer $q\neq0$,

$$
\int_0^{2\pi}e^{-iqx}\,dx=\frac{e^{-2\pi iq}-1}{-iq}=0,
$$

and for $q=0$ the integral is $2\pi$. The waves are therefore orthonormal. Multiplying the product by $V$ before integrating gives

$$
\int_0^{2\pi}\overline{\psi_j}\,V\,\psi_k\,dx=c_{j-k}.
$$

Since $V$ is real, conjugating the integral for $c_q$ only changes the sign in the exponent, so $c_{-q}=\overline{c_q}$. In particular, $c_0$ is real. In the order $(m,-m)$ the matrix is

$$
B=\begin{pmatrix}c_0&c_{2m}\\ \overline{c_{2m}}&c_0\end{pmatrix},
$$

and its secular determinant factorises:

$$
\det(B-\mu I)=(c_0-\mu)^2-|c_{2m}|^2
=(\mu-c_0-|c_{2m}|)(\mu-c_0+|c_{2m}|).
$$

A non-zero eigenvector exists exactly when this determinant vanishes, which gives $\mu_\pm$.

If $c_{2m}\neq0$, take $s=\pm1$ and $v_s=(c_{2m},\,s|c_{2m}|)$. The two components of $Bv_s$ are

$$
c_0c_{2m}+s|c_{2m}|c_{2m}=(c_0+s|c_{2m}|)\,c_{2m},
$$

$$
|c_{2m}|^2+s\,c_0|c_{2m}|=(c_0+s|c_{2m}|)\,s|c_{2m}|,
$$

where the second line uses $s^2=1$. The vector $v_s$ has norm $\sqrt2\,|c_{2m}|$. With $c_{2m}=|c_{2m}|e^{i\varphi}$, the normalised amplitudes are $(e^{i\varphi},s)/\sqrt2$.

## The case $V(x)=1+6\cos2x+8\sin2x$

For $m=1$, the coefficient of $e^{2ix}$ is $c_2=3-4i$, with modulus $5$, and $c_0=1$. The matrix is

$$
B=\begin{pmatrix}1&3-4i\\3+4i&1\end{pmatrix}.
$$

Its eigenvalues are $6$ and $-4$, in agreement with the trace $2$ and the determinant $1-25=-24$. The vector $(3-4i,\,5)$ belongs to $6$: the second row gives $25+5=30=6\cdot5$. If the potential is scaled by $0.01$, the unperturbed energy $1$ splits to first order into $1.06$ and $0.96$. Reading $c_1=0$ in place of $c_2$ would have given no splitting at all.

## The Lean file

```lean
import Mathlib

open Matrix
open scoped ComplexConjugate

namespace PeriodicPotentialFirstOrder

noncomputable section

/-- The normalised plane wave `exp(ikx)/√(2π)` on a ring of circumference `2π`. -/
def wave (k : ℤ) (x : ℝ) : ℂ :=
  Complex.exp (Complex.I * k * x) / (Real.sqrt (2 * Real.pi) : ℝ)

/-- The Fourier coefficient `c_q`: the mean of `V(x) exp(-iqx)` over `[0, 2π]`. -/
def fourierMean (V : C(ℝ, ℝ)) (q : ℤ) : ℂ :=
  (2 * (Real.pi : ℂ))⁻¹ *
    ∫ x in (0 : ℝ)..2 * Real.pi, (V x : ℂ) * Complex.exp (-(Complex.I * q * x))

/-- The matrix element of the potential `V` between the waves `j` and `k`. -/
def matrixElement (V : C(ℝ, ℝ)) (j k : ℤ) : ℂ :=
  ∫ x in (0 : ℝ)..2 * Real.pi, conj (wave j x) * (V x : ℂ) * wave k x

/-- The matrix of `V` between the waves `m` and `-m`, in that order. -/
def block (V : C(ℝ, ℝ)) (m : ℤ) : Matrix (Fin 2) (Fin 2) ℂ :=
  !![matrixElement V m m, matrixElement V m (-m);
     matrixElement V (-m) m, matrixElement V (-m) (-m)]


/-- Each wave solves the free equation `-ψ'' = k² ψ`; the waves `k` and `-k` thus have the
same unperturbed energy. -/
theorem wave_free (k : ℤ) (x : ℝ) :
    -deriv (deriv (wave k)) x = (k : ℂ) ^ 2 * wave k x := by
  have h : ∀ y : ℝ, HasDerivAt (wave k) (Complex.I * k * wave k y) y := by
    intro y
    have h1 : HasDerivAt (fun t : ℝ => Complex.I * k * (t : ℂ)) (Complex.I * k) y := by
      simpa using ((hasDerivAt_id y).ofReal_comp).const_mul (Complex.I * (k : ℂ))
    exact (h1.cexp.div_const _).congr_deriv (by unfold wave; ring)
  have hd : deriv (wave k) = fun y => Complex.I * k * wave k y :=
    funext fun y => (h y).deriv
  rw [hd, ((h x).const_mul (Complex.I * (k : ℂ))).deriv]
  linear_combination (-(k : ℂ) ^ 2 * wave k x) * Complex.I_sq

/-- The overlap density of two waves is a single exponential in the difference of their
wave numbers. -/
theorem conj_wave_mul (j k : ℤ) (x : ℝ) :
    conj (wave j x) * wave k x =
      (2 * (Real.pi : ℂ))⁻¹ * Complex.exp (-(Complex.I * ((j - k : ℤ) : ℂ) * x)) := by
  have hs : ((Real.sqrt (2 * Real.pi) : ℝ) : ℂ) * (Real.sqrt (2 * Real.pi) : ℝ)
      = 2 * (Real.pi : ℂ) := by
    exact_mod_cast Real.mul_self_sqrt (by positivity : (0 : ℝ) ≤ 2 * Real.pi)
  have he : conj (Complex.exp (Complex.I * j * x)) * Complex.exp (Complex.I * k * x)
      = Complex.exp (-(Complex.I * ((j - k : ℤ) : ℂ) * x)) := by
    rw [← Complex.exp_conj, ← Complex.exp_add]
    congr 1
    simp only [map_mul, Complex.conj_I, Complex.conj_ofReal, map_intCast]
    push_cast
    ring
  unfold wave
  rw [map_div₀, Complex.conj_ofReal, div_mul_div_comm, he, hs, div_eq_inv_mul]

/-- Over a full period `exp(-iqx)` integrates to `2π` for `q = 0` and to zero for every other
integer `q`. -/
theorem integral_exp_period (q : ℤ) :
    ∫ x in (0 : ℝ)..2 * Real.pi, Complex.exp (-(Complex.I * q * x)) =
      if q = 0 then 2 * (Real.pi : ℂ) else 0 := by
  split_ifs with h
  · subst h
    simp
  · have hc : -(Complex.I * (q : ℂ)) ≠ 0 :=
      neg_ne_zero.mpr (mul_ne_zero Complex.I_ne_zero (Int.cast_ne_zero.mpr h))
    have h1 : Complex.exp (-(Complex.I * (q : ℂ)) * ((2 * Real.pi : ℝ) : ℂ)) = 1 :=
      Complex.exp_eq_one_iff.mpr ⟨-q, by push_cast; ring⟩
    calc _ = ∫ x in (0 : ℝ)..2 * Real.pi, Complex.exp (-(Complex.I * (q : ℂ)) * x) := by
          simp only [neg_mul]
      _ = 0 := by
          rw [integral_exp_mul_complex hc, h1]
          simp

/-- The plane waves with integer wave numbers are orthonormal on the ring. -/
theorem wave_orthonormal (j k : ℤ) :
    ∫ x in (0 : ℝ)..2 * Real.pi, conj (wave j x) * wave k x = if j = k then 1 else 0 := by
  have hpi : (2 * (Real.pi : ℂ)) ≠ 0 := by
    exact_mod_cast (by positivity : (2 * Real.pi) ≠ 0)
  simp only [conj_wave_mul]
  rw [intervalIntegral.integral_const_mul, integral_exp_period]
  by_cases h : j = k
  · rw [if_pos (sub_eq_zero.mpr h), if_pos h, inv_mul_cancel₀ hpi]
  · rw [if_neg (sub_ne_zero.mpr h), if_neg h, mul_zero]

/-- The potential couples the waves `j` and `k` through its Fourier coefficient `c_(j-k)`. -/
theorem matrixElement_eq (V : C(ℝ, ℝ)) (j k : ℤ) :
    matrixElement V j k = fourierMean V (j - k) := by
  unfold matrixElement fourierMean
  rw [← intervalIntegral.integral_const_mul]
  refine intervalIntegral.integral_congr fun x _ => ?_
  linear_combination (V x : ℂ) * conj_wave_mul j k x

/-- For a real potential, `c_(-q)` is the complex conjugate of `c_q`. -/
theorem fourierMean_neg (V : C(ℝ, ℝ)) (q : ℤ) :
    fourierMean V (-q) = conj (fourierMean V q) := by
  have h0 : (0 : ℝ) ≤ 2 * Real.pi := by positivity
  have h1 : conj ((2 * (Real.pi : ℂ))⁻¹) = (2 * (Real.pi : ℂ))⁻¹ := by
    have hr : (2 * (Real.pi : ℂ))⁻¹ = (((2 * Real.pi)⁻¹ : ℝ) : ℂ) := by simp
    rw [hr, Complex.conj_ofReal]
  unfold fourierMean
  simp only [intervalIntegral.integral_of_le h0]
  rw [map_mul, h1, ← integral_conj]
  refine congrArg (fun z => (2 * (Real.pi : ℂ))⁻¹ * z)
    (MeasureTheory.integral_congr_ae (Filter.Eventually.of_forall fun x => ?_))
  beta_reduce
  rw [map_mul, Complex.conj_ofReal, ← Complex.exp_conj]
  congr 2
  simp

/-- The matrix of `V` has `c_0` on the diagonal, and `c_(2m)` and its conjugate off it. -/
theorem block_eq (V : C(ℝ, ℝ)) (m : ℤ) :
    block V m = !![fourierMean V 0, fourierMean V (2 * m);
      conj (fourierMean V (2 * m)), fourierMean V 0] := by
  have h1 : m - -m = 2 * m := by ring
  have h2 : -m - m = -(2 * m) := by ring
  simp only [block, matrixElement_eq, sub_self, h1, h2, fourierMean_neg]

/-- The matrix of `V` between the waves `m` and `-m` has exactly the eigenvalues `c_0 + |c_(2m)|`
and `c_0 - |c_(2m)|`. -/
theorem first_order_energies (V : C(ℝ, ℝ)) (m : ℤ) (μ : ℂ) :
    (∃ v : Fin 2 → ℂ, v ≠ 0 ∧ block V m *ᵥ v = μ • v) ↔
      μ = fourierMean V 0 + ‖fourierMean V (2 * m)‖ ∨
      μ = fourierMean V 0 - ‖fourierMean V (2 * m)‖ := by
  have hn : fourierMean V (2 * m) * conj (fourierMean V (2 * m))
      = (‖fourierMean V (2 * m)‖ : ℂ) ^ 2 := by
    rw [Complex.mul_conj, Complex.normSq_eq_norm_sq, Complex.ofReal_pow]
  -- the secular determinant and its factorisation
  have hd : (block V m - μ • (1 : Matrix (Fin 2) (Fin 2) ℂ)).det
      = (fourierMean V 0 - μ) * (fourierMean V 0 - μ)
        - fourierMean V (2 * m) * conj (fourierMean V (2 * m)) := by
    rw [block_eq, Matrix.det_fin_two]
    simp
  have hf : (block V m - μ • (1 : Matrix (Fin 2) (Fin 2) ℂ)).det
      = (μ - (fourierMean V 0 + ‖fourierMean V (2 * m)‖))
        * (μ - (fourierMean V 0 - ‖fourierMean V (2 * m)‖)) := by
    rw [hd, hn]
    ring
  have key : ∀ v : Fin 2 → ℂ, block V m *ᵥ v = μ • v ↔
      (block V m - μ • (1 : Matrix (Fin 2) (Fin 2) ℂ)) *ᵥ v = 0 := by
    intro v
    rw [Matrix.sub_mulVec, Matrix.smul_mulVec, Matrix.one_mulVec, sub_eq_zero]
  simp only [key]
  rw [Matrix.exists_mulVec_eq_zero_iff, hf, mul_eq_zero, sub_eq_zero, sub_eq_zero]

/-- If `c_(2m)` is non-zero, then for either sign `s = ±1` the combination of the waves `m` and
`-m` with amplitudes `c_(2m)` and `s |c_(2m)|` is an eigenvector for `c_0 + s |c_(2m)|`. -/
theorem zeroth_order_states (V : C(ℝ, ℝ)) (m : ℤ) (hc : fourierMean V (2 * m) ≠ 0)
    (s : ℂ) (hs : s ^ 2 = 1) :
    ![fourierMean V (2 * m), s * ‖fourierMean V (2 * m)‖] ≠ 0 ∧
    block V m *ᵥ ![fourierMean V (2 * m), s * ‖fourierMean V (2 * m)‖] =
      (fourierMean V 0 + s * ‖fourierMean V (2 * m)‖) •
        ![fourierMean V (2 * m), s * ‖fourierMean V (2 * m)‖] := by
  have hn : fourierMean V (2 * m) * conj (fourierMean V (2 * m))
      = (‖fourierMean V (2 * m)‖ : ℂ) ^ 2 := by
    rw [Complex.mul_conj, Complex.normSq_eq_norm_sq, Complex.ofReal_pow]
  refine ⟨fun h => hc (congrFun h 0), ?_⟩
  rw [block_eq]
  ext i
  fin_cases i
  · simp [Matrix.mulVec, dotProduct, Fin.sum_univ_two]
    ring
  · simp [Matrix.mulVec, dotProduct, Fin.sum_univ_two]
    linear_combination hn - (‖fourierMean V (2 * m)‖ : ℂ) ^ 2 * hs


end

end PeriodicPotentialFirstOrder
```

```lean
#print axioms PeriodicPotentialFirstOrder.wave_free
#print axioms PeriodicPotentialFirstOrder.wave_orthonormal
#print axioms PeriodicPotentialFirstOrder.first_order_energies
#print axioms PeriodicPotentialFirstOrder.zeroth_order_states
```

```
'PeriodicPotentialFirstOrder.wave_free' depends on axioms: [propext, Classical.choice, Quot.sound]
'PeriodicPotentialFirstOrder.wave_orthonormal' depends on axioms: [propext, Classical.choice, Quot.sound]
'PeriodicPotentialFirstOrder.first_order_energies' depends on axioms: [propext, Classical.choice, Quot.sound]
'PeriodicPotentialFirstOrder.zeroth_order_states' depends on axioms: [propext, Classical.choice, Quot.sound]
```

## The statement in words

`V : C(ℝ, ℝ)` is a continuous real function on the whole line, but only its values on $[0,2\pi]$ enter the integrals. Periodicity is not assumed. `wave k` is $\psi_k$, `fourierMean V q` is $c_q$, and `matrixElement V j k` is the integral with the conjugate on the first wave. In `block V m`, row and column 0 belong to $m$, and row and column 1 to $-m$.

`first_order_energies` says that a complex number `μ` has a non-zero vector `v` with `block V m *ᵥ v = μ • v` if and only if `μ` is one of the two stated values. This fixes the set of eigenvalues. It does not speak of multiplicity, which matters when $c_{2m}=0$ and the two values coincide.

`zeroth_order_states` gives the unnormalised eigenvectors $v_s$. The sign is a complex number `s` with `s ^ 2 = 1`, hence $\pm1$. The hypothesis `hc` says that the potential does couple the two waves; without that coupling, the displayed vector would be zero.

## How the lemmas carry the calculation

`wave_free` proves the free equation from the derivative of the exponential. `integral_exp_period` treats $q=0$ and $q\neq0$ separately, and `wave_orthonormal` combines it with the product formula `conj_wave_mul`. The free equation and orthonormality give the matrix its physical meaning; the eigenvalue proof does not call on them.

That proof starts from `conj_wave_mul`. `matrixElement_eq` multiplies the formula by $V(x)$ under the integral and obtains $c_{j-k}$. `fourierMean_neg` moves the conjugation inside the integral with `integral_conj`, and `block_eq` assembles the matrix $B$.

In `first_order_energies`, `key` rewrites the eigenvalue equation as $(B-\mu I)v=0$. The lemma `Matrix.exists_mulVec_eq_zero_iff` replaces the existence of a non-zero solution by a vanishing determinant. The steps `hd` and `hf` compute and factorise that determinant, and `mul_eq_zero` separates the two roots. `zeroth_order_states` checks the two components of $Bv_s$ one at a time; the last `linear_combination` uses $c_{2m}\overline{c_{2m}}=|c_{2m}|^2$ and $s^2=1$.

## From matrix eigenvalues to energy levels

Despite its name, `first_order_energies` is a theorem about a $2\times2$ matrix. The step to a physical spectrum is degenerate perturbation theory: for $-d^2/dx^2+\lambda V$ with periodic boundary conditions and small real $\lambda$, the levels that start at $m^2$ are $m^2+\lambda\mu_\pm$ up to higher orders in $\lambda$. That step is assumed here, and the theorem gives no bound on the remainder.

The theorem admits every integer `m`, including zero. At $m=0$ both rows refer to the same constant wave, and the matrix has the eigenvalues $c_0\pm|c_0|$, that is, $2c_0$ and $0$. The first-order shift of that single state is $c_0$, so a code should treat $m=0$ separately.

The ring has circumference $2\pi$ and the wave numbers are integers. Another length requires rescaling, and a general Bloch phase changes which waves are degenerate. Sampling and rounding errors in the computed coefficients need their own estimates.
